# Under strong irradiation, the rotor-averaged splitting times the amplitude tends to $2\sum_m a_m b_{-m}$

For a heteronuclear pair of spins 1/2 in a spinning sample, under continuous-wave decoupling, the residual splitting times the irradiation amplitude $w$ tends to $2\sum_m a_m b_{-m}$ as $w\to\infty$. Here $a(t)$ and $b(t)$ are the shielding anisotropy of the irradiated spin and its dipolar coupling to the observed spin, scaled so that the irradiated spin has offset $a\pm b$; both are real trigonometric polynomials in the rotor phase $t$, with Fourier coefficients $a_m$ and $b_m$. I take the splitting to be the rotor average of $\sqrt{w^2+(a+b)^2}-\sqrt{w^2+(a-b)^2}$. The limit should be strictly positive when $a=cb$ with $c>0$ and $b$ is not identically zero, even if both have zero mean. Can this be proved with control of the error, and checked in Lean?

## A bound on one effective field gives the limit

Yes. Write $S=\sqrt{w^2+x^2}$ for the effective field at offset $x$, with $w>0$. Since $x^2=S^2-w^2$,

$$E(x):=\frac{x^2}{2}-w(S-w)=\frac{(S-w)^2}{2}.$$

Also $S-w=x^2/(S+w)\le x^2/(2w)$, so $0\le E(x)\le x^4/(8w^2)$.

The two states of the observed spin give the offsets $a\pm b$. Because $(a+b)^2-(a-b)^2=4ab$,

$$w\left(\sqrt{w^2+(a+b)^2}-\sqrt{w^2+(a-b)^2}\right)=2ab-E(a+b)+E(a-b).$$

If $|a|+|b|\le M$ at every phase, both errors lie between $0$ and $M^4/(8w^2)$, and so their difference has at most that magnitude. Averaging over a turn, written $\langle\cdot\rangle$, shows that the scaled splitting differs from $2\langle ab\rangle$ by at most $M^4/(8w^2)$, which vanishes as $w\to\infty$.

For the Fourier form, multiply the two sums:

$$\langle ab\rangle=\sum_{m,n}a_m b_n\langle e^{i(m+n)t}\rangle=\sum_m a_m b_{-m},$$

since only $n=-m$ survives the average. If $a=cb$, the limit is $2c\langle b^2\rangle$. This is positive because $b^2$ is continuous, nonnegative and, by periodicity, nonzero somewhere within the first turn.

For $a=b=\cos t$ the mean is zero, but $2\langle\cos^2 t\rangle=1$. This is a simple mathematical example rather than a real pair: with spinning at the magic angle, a dipolar coupling whose axis is perpendicular to the rotor axis varies as $\cos 2t$, which has the same two averages.

## What the Lean statements say about the spin pair

`rotorAverage` is the integral over $[0,2\pi]$ divided by $2\pi$, and `residualSplitting` is the averaged difference above. The amplitude, anisotropy and coupling share one frequency unit, and $b$ is normalised so that the offsets are exactly $a\pm b$.

The type `ℤ →₀ ℂ` holds finitely many nonzero complex coefficients, and `HasFourier f c` says that the real function `f` equals their Fourier sum at every phase; there `c` stands for the coefficients, not for the ratio in $a=cb$. In the Fourier theorems `f` and `g` are the modulations $a(t)$ and $b(t)$, while `a` and `b` are their coefficients.

`splitting_tendsto_crossTerm` states the limit in the complex numbers, where `crossTerm` lives. `crossTerm_pos` gives a positive real part and zero imaginary part under the proportionality hypothesis. Neither theorem restricts the means.

The splitting formula is the model's starting point and is not derived from spin dynamics. It averages instantaneous effective fields for one pair in one crystallite; the spinning frequency does not appear, so rotary resonance is absent. Such averaging presumes an irradiation amplitude well above the spinning frequency, so the formula should not be used for low-power decoupling under fast spinning. Within this isolated-pair model, a simulation of continuous-wave decoupling can retain a splitting of order $1/w$ even when spinning averages both interactions to zero.

```lean
import Mathlib

open Filter Topology
open scoped Real

namespace RotorDecoupling

noncomputable section

/-- The average of a function of the rotor phase over one full turn. -/
def rotorAverage (f : ℝ → ℝ) : ℝ := (∫ t in (0 : ℝ)..2 * π, f t) / (2 * π)

/-- The real modulation `f` is the trigonometric polynomial with Fourier coefficients `c`. -/
def HasFourier (f : ℝ → ℝ) (c : ℤ →₀ ℂ) : Prop :=
  ∀ t : ℝ, (f t : ℂ) = ∑ m ∈ c.support, c m * Complex.exp (m * t * Complex.I)

/-- The rotor-averaged difference of the effective fields `√(w² + (a ± b)²)` at irradiation
amplitude `w`, for shielding anisotropy `a` and dipolar coupling `b`. -/
def residualSplitting (a b : ℝ → ℝ) (w : ℝ) : ℝ :=
  rotorAverage fun t => √(w ^ 2 + (a t + b t) ^ 2) - √(w ^ 2 + (a t - b t) ^ 2)

/-- The cross term `∑ a_m b_(-m)` of two sets of Fourier coefficients. -/
def crossTerm (a b : ℤ →₀ ℂ) : ℂ := ∑ m ∈ a.support, a m * b (-m)

/-- For amplitude `w > 0` and offset `x`, the second-order shift `x²/2` exceeds the scaled
shift of the effective field by at most `x⁴/(8w²)`, and is never below it. -/
theorem effective_field_bound {w : ℝ} (hw : 0 < w) (x : ℝ) :
    0 ≤ x ^ 2 / 2 - w * (√(w ^ 2 + x ^ 2) - w) ∧
      x ^ 2 / 2 - w * (√(w ^ 2 + x ^ 2) - w) ≤ x ^ 4 / (8 * w ^ 2) := by
  have hS : √(w ^ 2 + x ^ 2) ^ 2 = w ^ 2 + x ^ 2 := Real.sq_sqrt (by positivity)
  have hle : w ≤ √(w ^ 2 + x ^ 2) := (Real.le_sqrt' hw).2 (by nlinarith [sq_nonneg x])
  generalize √(w ^ 2 + x ^ 2) = S at hS hle ⊢
  -- the error is a perfect square
  have key : x ^ 2 / 2 - w * (S - w) = (S - w) ^ 2 / 2 := by
    linear_combination (-1 / 2) * hS
  have h1 : 2 * w * (S - w) ≤ x ^ 2 := by nlinarith [sq_nonneg (S - w)]
  have h0 : 0 ≤ 2 * w * (S - w) := mul_nonneg (by positivity) (sub_nonneg.2 hle)
  have h2 := pow_le_pow_left₀ h0 h1 2
  rw [key]
  refine ⟨by positivity, ?_⟩
  rw [le_div_iff₀ (by positivity)]
  nlinarith [h2]

/-- For continuous modulations with `|a| + |b| ≤ M` and `w > 0`, the splitting times `w` differs
from twice the rotor average of `a b` by at most `M⁴/(8w²)`. -/
theorem splitting_error {a b : ℝ → ℝ} (ha : Continuous a) (hb : Continuous b) {M w : ℝ}
    (hM : ∀ t, |a t| + |b t| ≤ M) (hw : 0 < w) :
    |w * residualSplitting a b w - 2 * rotorAverage (fun t => a t * b t)|
      ≤ M ^ 4 / (8 * w ^ 2) := by
  have hpi : (0 : ℝ) < 2 * π := by positivity
  have e : w * residualSplitting a b w - 2 * rotorAverage (fun t => a t * b t) =
      (∫ t in (0 : ℝ)..2 * π, (w * (√(w ^ 2 + (a t + b t) ^ 2) - √(w ^ 2 + (a t - b t) ^ 2))
        - 2 * (a t * b t))) / (2 * π) := by
    rw [intervalIntegral.integral_sub
      (Continuous.intervalIntegrable (by fun_prop) _ _)
      (Continuous.intervalIntegrable (by fun_prop) _ _),
      intervalIntegral.integral_const_mul, intervalIntegral.integral_const_mul]
    unfold residualSplitting rotorAverage
    ring
  -- the error is bounded at each rotor phase
  have hpt : ∀ t, ‖w * (√(w ^ 2 + (a t + b t) ^ 2) - √(w ^ 2 + (a t - b t) ^ 2))
      - 2 * (a t * b t)‖ ≤ M ^ 4 / (8 * w ^ 2) := by
    intro t
    have quart : ∀ x : ℝ, |x| ≤ M → x ^ 4 / (8 * w ^ 2) ≤ M ^ 4 / (8 * w ^ 2) := by
      intro x hx
      have h := pow_le_pow_left₀ (abs_nonneg x) hx 4
      rw [Even.pow_abs (by decide)] at h
      gcongr
    have hp := quart (a t + b t) ((abs_add_le _ _).trans (hM t))
    have hm := quart (a t - b t) ((abs_sub _ _).trans (hM t))
    obtain ⟨p0, p1⟩ := effective_field_bound hw (a t + b t)
    obtain ⟨m0, m1⟩ := effective_field_bound hw (a t - b t)
    rw [Real.norm_eq_abs, abs_le]
    constructor <;> nlinarith
  have h := intervalIntegral.norm_integral_le_of_norm_le_const
    (a := (0 : ℝ)) (b := 2 * π) (fun t _ => hpt t)
  rw [Real.norm_eq_abs, sub_zero, abs_of_pos hpi] at h
  rw [e, abs_div, abs_of_pos hpi, div_le_iff₀ hpi]
  exact h

/-- For bounded continuous modulations, the splitting times `w` tends to twice the rotor average
of `a b` as `w` tends to infinity. -/
theorem splitting_tendsto_average {a b : ℝ → ℝ} (ha : Continuous a) (hb : Continuous b) {M : ℝ}
    (hM : ∀ t, |a t| + |b t| ≤ M) :
    Tendsto (fun w => w * residualSplitting a b w) atTop
      (𝓝 (2 * rotorAverage (fun t => a t * b t))) := by
  rw [tendsto_iff_norm_sub_tendsto_zero]
  have hlim : Tendsto (fun w : ℝ => M ^ 4 / (8 * w ^ 2)) atTop (𝓝 0) :=
    ((tendsto_pow_atTop two_ne_zero).const_mul_atTop (by norm_num : (0 : ℝ) < 8)).const_div_atTop _
  refine squeeze_zero' (Eventually.of_forall fun w => norm_nonneg _) ?_ hlim
  filter_upwards [eventually_gt_atTop 0] with w hw
  exact splitting_error ha hb hM hw

/-- A trigonometric polynomial is continuous, has period `2π`, and is bounded by the sum of the
moduli of its Fourier coefficients. -/
theorem HasFourier.regular {f : ℝ → ℝ} {c : ℤ →₀ ℂ} (h : HasFourier f c) :
    Continuous f ∧ Function.Periodic f (2 * π) ∧ ∀ t, |f t| ≤ ∑ m ∈ c.support, ‖c m‖ := by
  refine ⟨?_, fun t => ?_, fun t => ?_⟩
  · have e : f = fun t : ℝ =>
        (∑ m ∈ c.support, c m * Complex.exp (m * t * Complex.I)).re :=
      funext fun t => by rw [← h t, Complex.ofReal_re]
    rw [e]
    exact Complex.continuous_re.comp (continuous_finsetSum _ fun m _ => by fun_prop)
  · apply Complex.ofReal_injective
    rw [h, h]
    refine Finset.sum_congr rfl fun m _ => ?_
    congr 1
    exact Complex.exp_eq_exp_iff_exists_int.2 ⟨m, by push_cast; ring⟩
  · rw [← Real.norm_eq_abs, ← Complex.norm_real, h t]
    refine (norm_sum_le _ _).trans (Finset.sum_le_sum fun m _ => ?_)
    have e : (m : ℂ) * t * Complex.I = ((m * t : ℝ) : ℂ) * Complex.I := by push_cast; ring
    rw [norm_mul, e, Complex.norm_exp_ofReal_mul_I, mul_one]

/-- Over one rotor turn the harmonic of order `n` integrates to `2π` if `n = 0` and to zero
otherwise. -/
theorem integral_harmonic (n : ℤ) :
    ∫ t in (0 : ℝ)..2 * π, Complex.exp (n * t * Complex.I) =
      if n = 0 then 2 * (π : ℂ) else 0 := by
  split_ifs with hn
  · subst hn
    simp
  · have hc : (n : ℂ) * Complex.I ≠ 0 := mul_ne_zero (Int.cast_ne_zero.2 hn) Complex.I_ne_zero
    have e : ∀ t : ℝ, (n : ℂ) * t * Complex.I = n * Complex.I * t := fun t => by ring
    have h1 : Complex.exp (n * Complex.I * ((2 * π : ℝ) : ℂ)) = 1 :=
      Complex.exp_eq_one_iff.2 ⟨n, by push_cast; ring⟩
    simp_rw [e]
    rw [integral_exp_mul_complex hc, h1]
    simp

/-- The rotor average of the product of two trigonometric polynomials is the cross term
`∑ a_m b_(-m)` of their Fourier coefficients. -/
theorem average_eq_crossTerm {f g : ℝ → ℝ} {a b : ℤ →₀ ℂ} (hf : HasFourier f a)
    (hg : HasFourier g b) :
    ((rotorAverage fun t => f t * g t : ℝ) : ℂ) = crossTerm a b := by
  have e : ∀ t : ℝ, ((f t * g t : ℝ) : ℂ) = ∑ m ∈ a.support, ∑ n ∈ b.support,
      a m * b n * Complex.exp (((m + n : ℤ) : ℂ) * t * Complex.I) := by
    intro t
    rw [Complex.ofReal_mul, hf t, hg t, Finset.sum_mul_sum]
    refine Finset.sum_congr rfl fun m _ => Finset.sum_congr rfl fun n _ => ?_
    rw [show ((m + n : ℤ) : ℂ) * t * Complex.I = m * t * Complex.I + n * t * Complex.I by
      push_cast; ring, Complex.exp_add]
    ring
  have key : ∫ t in (0 : ℝ)..2 * π, ((f t * g t : ℝ) : ℂ) = crossTerm a b * (2 * π) := by
    simp_rw [e]
    rw [intervalIntegral.integral_finsetSum fun m _ =>
      Continuous.intervalIntegrable (continuous_finsetSum _ fun n _ => by fun_prop) _ _,
      crossTerm, Finset.sum_mul]
    refine Finset.sum_congr rfl fun m _ => ?_
    rw [intervalIntegral.integral_finsetSum fun n _ =>
      Continuous.intervalIntegrable (by fun_prop) _ _]
    simp_rw [intervalIntegral.integral_const_mul, integral_harmonic]
    -- only opposite harmonics survive
    rw [Finset.sum_eq_single (-m)]
    · simp
    · intro n _ hn
      rw [if_neg (fun h => hn (by omega)), mul_zero]
    · intro hm
      rw [Finsupp.notMem_support_iff.1 hm]
      simp
  have hpi : (2 * (π : ℂ)) ≠ 0 := mul_ne_zero two_ne_zero (Complex.ofReal_ne_zero.2 Real.pi_ne_zero)
  rw [rotorAverage, Complex.ofReal_div, ← intervalIntegral.integral_ofReal, key]
  push_cast
  exact mul_div_cancel_right₀ _ hpi

/-- For shielding anisotropy and dipolar coupling that are trigonometric polynomials with Fourier
coefficients `a_m` and `b_m`, the residual splitting times `w` tends to `2 ∑ a_m b_(-m)` as the
irradiation amplitude `w` tends to infinity. -/
theorem splitting_tendsto_crossTerm {f g : ℝ → ℝ} {a b : ℤ →₀ ℂ} (hf : HasFourier f a)
    (hg : HasFourier g b) :
    Tendsto (fun w : ℝ => ((w * residualSplitting f g w : ℝ) : ℂ)) atTop
      (𝓝 (2 * crossTerm a b)) := by
  obtain ⟨cf, -, bf⟩ := hf.regular
  obtain ⟨cg, -, bg⟩ := hg.regular
  have h := splitting_tendsto_average cf cg (fun t => add_le_add (bf t) (bg t))
  have h2 := (Complex.continuous_ofReal.tendsto _).comp h
  rw [Complex.ofReal_mul, average_eq_crossTerm hf hg] at h2
  exact h2

/-- Let the shielding anisotropy and the dipolar coupling be trigonometric polynomials with Fourier
coefficients `a_m` and `b_m`. If the anisotropy is a positive multiple of the coupling, and the
coupling is not identically zero, then `2 ∑ a_m b_(-m)` is real and strictly positive. -/
theorem crossTerm_pos {f g : ℝ → ℝ} {a b : ℤ →₀ ℂ} (hf : HasFourier f a)
    (hg : HasFourier g b) {c : ℝ} (hc : 0 < c) (hfg : ∀ t, f t = c * g t)
    (hne : ∃ t, g t ≠ 0) :
    0 < (2 * crossTerm a b).re ∧ (2 * crossTerm a b).im = 0 := by
  obtain ⟨cf, -, -⟩ := hf.regular
  obtain ⟨cg, pg, -⟩ := hg.regular
  have hpi : (0 : ℝ) < 2 * π := by positivity
  have e : 2 * crossTerm a b = ((2 * rotorAverage (fun t => f t * g t) : ℝ) : ℂ) := by
    rw [Complex.ofReal_mul, average_eq_crossTerm hf hg, Complex.ofReal_ofNat]
  -- periodicity brings a phase with nonzero coupling into the first turn
  obtain ⟨t, ht⟩ := hne
  obtain ⟨s, hs, hts⟩ := pg.exists_mem_Ico₀ hpi t
  rw [hts] at ht
  have hsq : ∀ x, f x * g x = c * g x ^ 2 := fun x => by rw [hfg]; ring
  have hint : 0 < ∫ x in (0 : ℝ)..2 * π, f x * g x := by
    refine intervalIntegral.integral_pos hpi (cf.mul cg).continuousOn (fun x _ => ?_)
      ⟨s, ⟨hs.1, hs.2.le⟩, ?_⟩
    · rw [hsq]
      positivity
    · rw [hsq]
      positivity
  rw [e]
  refine ⟨?_, Complex.ofReal_im _⟩
  rw [Complex.ofReal_re]
  exact mul_pos two_pos (div_pos hint hpi)

/-- The modulation `cos t` has zero rotor average, yet with `a = b = cos t` the splitting
times `w` tends to one. -/
theorem zero_mean_cosine :
    rotorAverage Real.cos = 0 ∧
      Tendsto (fun w => w * residualSplitting Real.cos Real.cos w) atTop (𝓝 1) := by
  constructor
  · simp [rotorAverage]
  · have hav : rotorAverage (fun t => Real.cos t * Real.cos t) = 1 / 2 := by
      unfold rotorAverage
      simp only [← sq]
      rw [integral_cos_sq, Real.sin_two_pi, Real.sin_zero]
      simp only [mul_zero, sub_zero, zero_add]
      field_simp
    have h := splitting_tendsto_average Real.continuous_cos Real.continuous_cos
      (fun t => add_le_add (Real.abs_cos_le_one t) (Real.abs_cos_le_one t))
    rw [hav, show (2 : ℝ) * (1 / 2) = 1 by norm_num] at h
    exact h

end

end RotorDecoupling
```

```lean
#print axioms RotorDecoupling.splitting_tendsto_average
#print axioms RotorDecoupling.splitting_tendsto_crossTerm
#print axioms RotorDecoupling.crossTerm_pos
#print axioms RotorDecoupling.zero_mean_cosine
```

```
'RotorDecoupling.splitting_tendsto_average' depends on axioms: [propext, Classical.choice, Quot.sound]
'RotorDecoupling.splitting_tendsto_crossTerm' depends on axioms: [propext, Classical.choice, Quot.sound]
'RotorDecoupling.crossTerm_pos' depends on axioms: [propext, Classical.choice, Quot.sound]
'RotorDecoupling.zero_mean_cosine' depends on axioms: [propext, Classical.choice, Quot.sound]
```

## From the square identity to the Fourier sum

`effective_field_bound` proves the identity for $E(x)$ with `linear_combination`. It gets $2w(S-w)\le x^2$ from $(S-w)^2\ge0$, then squares that inequality.

`splitting_error` applies the bound at $a+b$ and $a-b$, then integrates the pointwise estimate. `splitting_tendsto_average` squeezes the error to zero.

`HasFourier.regular` supplies continuity, periodicity and a bound by the sum of the coefficients' moduli, so the main theorem needs no separate regularity assumptions. `integral_harmonic` evaluates each harmonic over a turn, and `average_eq_crossTerm` uses it to reduce the double sum; `Finset.sum_eq_single (-m)` selects the opposite harmonic. Combining these results gives `splitting_tendsto_crossTerm`.

For `crossTerm_pos`, periodicity moves a phase with nonzero coupling into the first turn, where `intervalIntegral.integral_pos` applies. `zero_mean_cosine` evaluates both cosine averages and uses the limit for bounded continuous modulations.
